# For real A and B, det(A−B) det(A+B) < 0 forces a nonzero imaginary RPA frequency

## The response matrix and its frequencies

Let n be a finite set of N excitation channels, for example the occupied–virtual orbital pairs of a finite-basis calculation. The matrices A and B are indexed by these channels. In the random-phase approximation, in linear-response TDDFT with a frequency-independent kernel, and in the Bethe–Salpeter equation with static screening, A holds the energies of the uncoupled excitations and the couplings among excitations, and B couples excitations to de-excitations. The type `n` is the channel set; it carries no order and no physical structure.

```lean
import Mathlib

open Matrix

namespace RPADeterminantTest

noncomputable section

variable {n : Type*} [Fintype n] [DecidableEq n]
```

The response matrix has twice that size:

L = [[A, B], [−B, −A]].

Its rows and columns are indexed by `n ⊕ n`, two copies of the channel set, the first for excitation and the second for de-excitation amplitudes. The lower blocks carry no complex conjugation. For real A and B, the case of the determinant test, this agrees with the usual form [[A, B], [−B*, −A*]].

```lean
/-- The linear-response (RPA) matrix `[[A, B], [-B, -A]]`. -/
def rpaMatrix (A B : Matrix n n ℂ) : Matrix (n ⊕ n) (n ⊕ n) ℂ :=
  fromBlocks A B (-B) (-A)
```

A frequency is a complex number ω for which

L z = ω z

has a solution z ≠ 0. In Lean, `*ᵥ` is a matrix acting on a vector and `•` is multiplication by a scalar. No normalisation of z is required. Units are those in which ħ = 1.

```lean
/-- `ω` is an RPA frequency if the response matrix has a nonzero eigenvector with
eigenvalue `ω`. -/
def IsRPAFrequency (A B : Matrix n n ℂ) (ω : ℂ) : Prop :=
  ∃ z : n ⊕ n → ℂ, z ≠ 0 ∧ rpaMatrix A B *ᵥ z = ω • z
```

The test concerns real matrices, whereas its frequencies are imaginary, so the real entries are embedded in ℂ one by one. Neither symmetry nor positive definiteness is assumed anywhere below.

```lean
/-- A real matrix regarded as a complex one, entry by entry. -/
def complexify (A : Matrix n n ℝ) : Matrix n n ℂ :=
  Complex.ofRealHom.mapMatrix A
```

## Reduction to half the size

Write z = (x, y), with x the excitation and y the de-excitation amplitudes. The eigenvalue equation is then the pair

A x + B y = ω x,
−B x − A y = ω y.

The Lean proof expands the block product and compares the two halves of the vector; `Sum.elim x y` is the vector assembled from x and y.

```lean
omit [DecidableEq n] in
/-- The RPA eigenvalue equation written as two coupled equations for the excitation
amplitudes `x` and the de-excitation amplitudes `y`. -/
theorem rpa_equations (A B : Matrix n n ℂ) (ω : ℂ) (x y : n → ℂ) :
    rpaMatrix A B *ᵥ Sum.elim x y = ω • Sum.elim x y ↔
      A *ᵥ x + B *ᵥ y = ω • x ∧ (-B) *ᵥ x + (-A) *ᵥ y = ω • y := by
  rw [rpaMatrix, fromBlocks_mulVec, Sum.elim_comp_inl, Sum.elim_comp_inr]
  constructor
  · intro h
    exact ⟨funext fun i => congrFun h (Sum.inl i), funext fun i => congrFun h (Sum.inr i)⟩
  · rintro ⟨h1, h2⟩
    funext i
    rcases i with i | i
    · exact congrFun h1 i
    · exact congrFun h2 i
```

Adding and subtracting the two equations gives

(A − B)(x − y) = ω (x + y),
(A + B)(x + y) = ω (x − y).

With u = x + y, applying A − B to the second equation and using the first yields

(A − B)(A + B) u = ω² u.

If u were zero, the second equation would give ω (x − y) = 0. For ω ≠ 0 this means x = y, and together with x + y = 0 it makes both amplitudes vanish, against z ≠ 0. So u is an eigenvector.

Conversely, let u ≠ 0 satisfy the half-size equation, and set w = (A + B) u, so that (A − B) w = ω² u. Take

x = ω u + w,
y = ω u − w.

Then

A x + B y = ω (A + B) u + (A − B) w = ω w + ω² u = ω x,
−B x − A y = −ω (A + B) u + (A − B) w = −ω w + ω² u = ω y.

These amplitudes do not both vanish, because x + y = 2ω u ≠ 0.

In the code, `hv` and `hu` are the two combined equations, and the two `calc` blocks are the last two lines of algebra. This equivalence holds for complex A and B as well.

```lean
omit [DecidableEq n] in
/-- A nonzero `ω` is an RPA frequency exactly when `ω ^ 2` is an eigenvalue of the
half-size matrix `(A - B) (A + B)`. -/
theorem frequency_iff_sq_eigenvalue (A B : Matrix n n ℂ) {ω : ℂ} (hω : ω ≠ 0) :
    IsRPAFrequency A B ω ↔
      ∃ u : n → ℂ, u ≠ 0 ∧ ((A - B) * (A + B)) *ᵥ u = ω ^ 2 • u := by
  constructor
  · rintro ⟨z, hz, h⟩
    obtain ⟨x, y, rfl⟩ : ∃ x y : n → ℂ, z = Sum.elim x y :=
      ⟨z ∘ Sum.inl, z ∘ Sum.inr, (Sum.elim_comp_inl_inr z).symm⟩
    obtain ⟨p, q⟩ := (rpa_equations A B ω x y).1 h
    -- sum and difference of the two amplitude equations
    have hv : (A - B) *ᵥ (x - y) = ω • (x + y) := by
      rw [smul_add, ← p, ← q]
      simp only [sub_mulVec, mulVec_sub, neg_mulVec]
      abel
    have hu : (A + B) *ᵥ (x + y) = ω • (x - y) := by
      rw [smul_sub, ← p, ← q]
      simp only [add_mulVec, mulVec_add, neg_mulVec]
      abel
    refine ⟨x + y, fun h0 => hz ?_, ?_⟩
    · rw [h0, mulVec_zero] at hu
      have h1 : x - y = 0 := (smul_eq_zero.1 hu.symm).resolve_left hω
      funext i
      rcases i with i | i
      · have a : x i + y i = 0 := congrFun h0 i
        have b : x i - y i = 0 := congrFun h1 i
        change x i = 0
        linear_combination (a + b) / 2
      · have a : x i + y i = 0 := congrFun h0 i
        have b : x i - y i = 0 := congrFun h1 i
        change y i = 0
        linear_combination (a - b) / 2
    · rw [← mulVec_mulVec, hu, mulVec_smul, hv, smul_smul, sq]
  · rintro ⟨u, hu, h⟩
    obtain ⟨w, hw⟩ : ∃ w, (A + B) *ᵥ u = w := ⟨_, rfl⟩
    rw [← mulVec_mulVec, hw] at h
    -- rebuild the amplitudes from `u` and `w = (A + B) u`
    refine ⟨Sum.elim (ω • u + w) (ω • u - w), fun h0 => hu ?_,
      (rpa_equations A B ω _ _).2 ⟨?_, ?_⟩⟩
    · funext i
      have a : ω * u i + w i = 0 := congrFun h0 (Sum.inl i)
      have b : ω * u i - w i = 0 := congrFun h0 (Sum.inr i)
      have c : ω * u i = 0 := by linear_combination (a + b) / 2
      exact (mul_eq_zero.1 c).resolve_left hω
    · calc A *ᵥ (ω • u + w) + B *ᵥ (ω • u - w)
          = ω • ((A + B) *ᵥ u) + (A - B) *ᵥ w := by
            simp only [mulVec_add, mulVec_sub, mulVec_smul, add_mulVec, sub_mulVec, smul_add]
            abel
        _ = ω • (ω • u + w) := by rw [hw, h]; module
    · calc (-B) *ᵥ (ω • u + w) + (-A) *ᵥ (ω • u - w)
          = -(ω • ((A + B) *ᵥ u)) + (A - B) *ᵥ w := by
            simp only [mulVec_add, mulVec_sub, mulVec_smul, add_mulVec, sub_mulVec,
              neg_mulVec, smul_add]
            module
        _ = ω • (ω • u - w) := by rw [hw, h]; module
```

## A negative determinant gives a negative eigenvalue

Let M be a real matrix with det M < 0. Follow the determinant along the straight segment from the identity to M:

f(s) = det(s M + (1 − s) 1), 0 ≤ s ≤ 1.

This function is continuous, with f(0) = 1 and f(1) = det M < 0. It therefore vanishes at some s, and since neither endpoint value is zero, 0 < s < 1. At that s the matrix is singular, so there is a real vector u ≠ 0 with

s M u + (1 − s) u = 0,

that is,

M u = −γ² u, γ = √((1 − s)/s) > 0.

The proof obtains s from the intermediate value theorem, `intermediate_value_Icc'`, and u from `Matrix.exists_mulVec_eq_zero_iff`, which says that a zero determinant means a nonzero null vector. The remaining lines exclude the endpoints and divide by s.

```lean
/-- A real matrix with negative determinant has a negative real eigenvalue `-γ ^ 2`. -/
theorem exists_negative_eigenvalue (M : Matrix n n ℝ) (hM : M.det < 0) :
    ∃ γ : ℝ, 0 < γ ∧ ∃ u : n → ℝ, u ≠ 0 ∧ M *ᵥ u = (-(γ ^ 2)) • u := by
  -- follow the determinant along the segment from the identity to `M`
  let f : ℝ → ℝ := fun s => (s • M + (1 - s) • (1 : Matrix n n ℝ)).det
  have hf : Continuous f :=
    ((continuous_id.smul continuous_const).add
      ((continuous_const.sub continuous_id).smul continuous_const)).matrix_det
  have f0 : f 0 = 1 := by simp [f]
  have f1 : f 1 = M.det := by simp [f]
  obtain ⟨s, ⟨hs0, hs1⟩, hs⟩ := intermediate_value_Icc' (zero_le_one' ℝ) hf.continuousOn
    (show (0 : ℝ) ∈ Set.Icc (f 1) (f 0) from
      ⟨by rw [f1]; exact hM.le, by rw [f0]; exact zero_le_one⟩)
  have s0 : 0 < s := lt_of_le_of_ne hs0 (by
    rintro rfl
    rw [f0] at hs
    exact one_ne_zero hs)
  have s1 : s < 1 := lt_of_le_of_ne hs1 (by
    rintro rfl
    rw [f1] at hs
    exact hM.ne hs)
  obtain ⟨u, hu, h⟩ := Matrix.exists_mulVec_eq_zero_iff.2 hs
  have hpos : 0 < (1 - s) / s := div_pos (by linarith) s0
  refine ⟨Real.sqrt ((1 - s) / s), Real.sqrt_pos.2 hpos, u, hu, ?_⟩
  rw [Real.sq_sqrt hpos.le]
  rw [add_mulVec, smul_mulVec, smul_mulVec, one_mulVec] at h
  funext i
  have hi : s * (M *ᵥ u) i + (1 - s) * u i = 0 := congrFun h i
  change (M *ᵥ u) i = -((1 - s) / s) * u i
  have hne : s ≠ 0 := s0.ne'
  field_simp
  linear_combination hi
```

## The determinant test

Suppose det(A − B) det(A + B) < 0. By multiplicativity, M = (A − B)(A + B) has a negative determinant, so the previous step gives γ > 0 and u ≠ 0 with

(A − B)(A + B) u = −γ² u.

Both ω = iγ and ω = −iγ are nonzero and satisfy ω² = −γ². The reduction to half size, read from right to left, turns each of them into a frequency of L.

The auxiliary statement `key` does this once for any nonzero square root of −γ². It also carries the real eigenvector over to ℂ, using the fact that the embedding respects sums and products of matrices.

In a finite-dimensional response calculation with real matrices, the signs of two half-size determinants can thus reveal an instability of the reference state before any eigenvalue problem is solved.

```lean
/-- Determinant test: if `det (A - B) * det (A + B) < 0` for real matrices `A`, `B`, the
RPA matrix has a pair of nonzero, purely imaginary frequencies `iγ` and `-iγ`. -/
theorem imaginary_pair_of_det_neg (A B : Matrix n n ℝ)
    (h : (A - B).det * (A + B).det < 0) :
    ∃ γ : ℝ, 0 < γ ∧ IsRPAFrequency (complexify A) (complexify B) (γ * Complex.I) ∧
      IsRPAFrequency (complexify A) (complexify B) (-(γ * Complex.I)) := by
  rw [← det_mul] at h
  obtain ⟨γ, hγ, u, hu, hMu⟩ := exists_negative_eigenvalue _ h
  have hne : (γ : ℂ) * Complex.I ≠ 0 :=
    mul_ne_zero (Complex.ofReal_ne_zero.2 hγ.ne') Complex.I_ne_zero
  -- both square roots of `-γ ^ 2` are frequencies
  have key : ∀ ω : ℂ, ω ≠ 0 → ω ^ 2 = -(γ : ℂ) ^ 2 →
      IsRPAFrequency (complexify A) (complexify B) ω := by
    intro ω hω hsq
    refine (frequency_iff_sq_eigenvalue _ _ hω).2 ⟨fun i => (u i : ℂ), fun h0 => hu ?_, ?_⟩
    · funext i
      exact Complex.ofReal_eq_zero.1 (congrFun h0 i)
    · unfold complexify
      rw [← map_sub, ← map_add, ← map_mul]
      funext i
      refine (RingHom.map_mulVec Complex.ofRealHom ((A - B) * (A + B)) u i).symm.trans ?_
      rw [hMu, hsq]
      simp
  refine ⟨γ, hγ, key _ hne ?_, key _ (neg_ne_zero.2 hne) ?_⟩
  · linear_combination (γ : ℂ) ^ 2 * Complex.I_sq
  · linear_combination (γ : ℂ) ^ 2 * Complex.I_sq
```

The imaginary frequency means exponential growth in the linearised equation of motion

i dz/dt = L z, or dz/dt = −i L z.

Let z₀ be an eigenvector for ω = iγ and put z(t) = exp(γt) z₀. Then

−i L z(t) = −i (iγ) z(t) = γ z(t) = dz/dt.

The theorem states this as a derivative at every real time t, with z₀ called `z`. Its proof differentiates the exponential, inserts the eigenvalue equation and uses i² = −1. The growth belongs to the linear equation; what a nonlinear evolution does once the amplitudes are large is another matter.

```lean
/-- Under the determinant test the equation of motion `i dz/dt = L z`, with `L` the RPA
matrix, has a nonzero solution that grows as `exp (γ t)` with `γ > 0`. -/
theorem growing_solution_of_det_neg (A B : Matrix n n ℝ)
    (h : (A - B).det * (A + B).det < 0) :
    ∃ γ : ℝ, 0 < γ ∧ ∃ z : n ⊕ n → ℂ, z ≠ 0 ∧ ∀ t : ℝ,
      HasDerivAt (fun s : ℝ => Real.exp (γ * s) • z)
        ((-Complex.I) • (rpaMatrix (complexify A) (complexify B) *ᵥ
          (Real.exp (γ * t) • z))) t := by
  obtain ⟨γ, hγ, ⟨z, hz, hL⟩, -⟩ := imaginary_pair_of_det_neg A B h
  refine ⟨γ, hγ, z, hz, fun t => ?_⟩
  have he : HasDerivAt (fun s : ℝ => Real.exp (γ * s)) (Real.exp (γ * t) * γ) t := by
    simpa using ((hasDerivAt_id t).const_mul γ).exp
  refine (he.smul_const z).congr_deriv ?_
  rw [mulVec_smul, hL]
  funext i
  simp only [Pi.smul_apply, Complex.real_smul, smul_eq_mul, Complex.ofReal_mul]
  linear_combination ((Real.exp (γ * t) : ℝ) : ℂ) * γ * z i * Complex.I_sq
```

## One channel and two channels

For one channel, A and B are real numbers a and b, and the half-size equation reads

(a − b)(a + b) u = ω² u, u ≠ 0.

Cancelling u at ω = iγ with γ real and nonzero gives

(a − b)(a + b) = −γ² < 0.

So here an imaginary frequency also implies the negative product, and the test is an equivalence. In Lean, `Fin 1` is the one-element channel set. The forward direction reads off the single component of the eigenvalue equation and returns from ℂ to ℝ; the backward direction is the determinant test itself.

```lean
/-- For a single excitation channel the determinant test is also necessary: a nonzero
imaginary frequency exists exactly when the product of determinants is negative. -/
theorem single_channel_iff (A B : Matrix (Fin 1) (Fin 1) ℝ) :
    (∃ γ : ℝ, γ ≠ 0 ∧ IsRPAFrequency (complexify A) (complexify B) (γ * Complex.I)) ↔
      (A - B).det * (A + B).det < 0 := by
  constructor
  · rintro ⟨γ, hγ, hf⟩
    obtain ⟨u, hu, h⟩ := (frequency_iff_sq_eigenvalue _ _
      (mul_ne_zero (Complex.ofReal_ne_zero.2 hγ) Complex.I_ne_zero)).1 hf
    have hu0 : u 0 ≠ 0 := fun h0 => hu (funext fun i => by
      rw [Subsingleton.elim i 0]
      exact h0)
    have h1 := congrFun h 0
    simp only [mulVec, dotProduct, Matrix.mul_apply, Finset.univ_unique,
      Finset.sum_singleton, Fin.default_eq_zero, Matrix.sub_apply, Matrix.add_apply,
      Pi.smul_apply, smul_eq_mul] at h1
    have h2 : ((A 0 0 : ℂ) - B 0 0) * (A 0 0 + B 0 0) = (γ * Complex.I) ^ 2 :=
      mul_right_cancel₀ hu0 h1
    have h3 : ((A 0 0 : ℂ) - B 0 0) * (A 0 0 + B 0 0) = -(γ : ℂ) ^ 2 := by
      linear_combination h2 + (γ : ℂ) ^ 2 * Complex.I_sq
    have h4 : (A 0 0 - B 0 0) * (A 0 0 + B 0 0) = -γ ^ 2 := by exact_mod_cast h3
    rw [det_fin_one, det_fin_one, Matrix.sub_apply, Matrix.add_apply, h4]
    have : 0 < γ ^ 2 := by positivity
    linarith
  · intro h
    obtain ⟨γ, hγ, hf, -⟩ := imaginary_pair_of_det_neg A B h
    exact ⟨γ, hγ.ne', hf⟩
```

With two channels the converse fails. Take A = 0 and B = 1, the identity matrix. Then

det(A − B) det(A + B) = det(−1) det(1) = 1 > 0,
(A − B)(A + B) = −1.

Every nonzero u is an eigenvector with eigenvalue −1 = i², so i is a frequency. When the determinant of (A − B)(A + B) is nonzero, its sign fixes only the parity of the number of negative eigenvalues, counted with multiplicity, and here there are two. A positive product is therefore no certificate of stability. The Lean proof uses the vector u = (1, 1).

```lean
/-- For two channels the test is not necessary: with `A = 0` and `B = 1` the product of
determinants is positive, yet `i` is an RPA frequency. -/
theorem two_channel_test_not_necessary :
    0 < ((0 : Matrix (Fin 2) (Fin 2) ℝ) - 1).det * ((0 : Matrix (Fin 2) (Fin 2) ℝ) + 1).det ∧
      IsRPAFrequency (complexify (0 : Matrix (Fin 2) (Fin 2) ℝ)) (complexify 1)
        Complex.I := by
  constructor
  · norm_num [det_fin_two]
  · refine (frequency_iff_sq_eigenvalue _ _ Complex.I_ne_zero).2
      ⟨fun _ => 1, fun h => one_ne_zero (congrFun h 0), ?_⟩
    unfold complexify
    rw [map_zero, map_one, zero_sub, zero_add, mul_one, neg_mulVec, one_mulVec,
      Complex.I_sq, neg_smul, one_smul]

end

end RPADeterminantTest
```

## The sign of det L is a different test

One slip is to replace the product of half-size determinants by the determinant of L. The two are related by

det L = (−1)ᴺ det(A − B) det(A + B),

so their signs disagree whenever N is odd and the product is nonzero. For one channel with A = 1 and B = 0, det L = −1, yet the frequencies are 1 and −1, both real.

The sign of det L does carry information of its own, by the same segment argument applied to −M with M = (A − B)(A + B). Since det(−M) = (−1)ᴺ det M = det L, a negative det L gives −M an eigenvalue −γ² with γ > 0. Then M has the eigenvalue γ², and L has the real frequencies γ and −γ. This companion result is derived here by hand and has no theorem in the code.

```lean
#print axioms RPADeterminantTest.imaginary_pair_of_det_neg
-- 'RPADeterminantTest.imaginary_pair_of_det_neg' depends on axioms: [propext, Classical.choice, Quot.sound]
#print axioms RPADeterminantTest.growing_solution_of_det_neg
-- 'RPADeterminantTest.growing_solution_of_det_neg' depends on axioms: [propext, Classical.choice, Quot.sound]
#print axioms RPADeterminantTest.single_channel_iff
-- 'RPADeterminantTest.single_channel_iff' depends on axioms: [propext, Classical.choice, Quot.sound]
#print axioms RPADeterminantTest.two_channel_test_not_necessary
-- 'RPADeterminantTest.two_channel_test_not_necessary' depends on axioms: [propext, Classical.choice, Quot.sound]
```
